# For J ≥ 1, the chirality-J Landau Hamiltonian on polynomials has J zero modes and nondegenerate nonzero levels

## How many states does the zero-energy level hold?

If I apply the low-energy bilayer-graphene formula E = ±√(n(n−1)), in units of the cyclotron energy, to every n ≥ 0 and count one state per sign, I get four states at zero energy: two from n = 0 and two from n = 1. The accepted answer is two, for each guiding centre, spin and valley.

The general claim concerns pairs of complex polynomials (p, q) and the Hamiltonian

H(p, q) = (X^J q, D^J p),

where D is the derivative and J ≥ 1 is the chirality. It should have J zero modes, and its other energies s should satisfy s² = n(n−1)…(n−J+1) with n ≥ J. Can this be proved rigorously, with a machine checking the degeneracies and the completeness of the list of levels?

## Counting the levels with X^J D^J

Yes. Multiplication by X acts as the raising operator and D as the lowering operator, because D(Xp) − X Dp = p. The normalised oscillator state |n⟩ corresponds to X^n/√(n!). Write

F(m) = m(m−1)…(m−J+1),

a product of J factors. It vanishes for m < J and is positive for m ≥ J. Differentiating J times gives D^J X^m = F(m) X^(m−J) for m ≥ J, and zero for m < J. In both cases

X^J D^J X^m = F(m) X^m.

**Zero modes.** H(p, q) = 0 means X^J q = 0 and D^J p = 0. The first equation gives q = 0. Writing pₘ for the coefficient of X^m in p, the second gives F(m) pₘ = 0 for every m, so pₘ = 0 for m ≥ J. Conversely, D^J kills every polynomial of degree below J. The kernel therefore has the basis (1, 0), …, (X^(J−1), 0), which has J elements.

**Nonzero levels.** Let n ≥ J and s² = F(n). Then

H(X^n, s X^(n−J)) = (s X^n, F(n) X^(n−J)) = s (X^n, s X^(n−J)).

Since s = ±√(n!/(n−J)!), the normalised state is (|n⟩, ±|n−J⟩)/√2.

**Completeness.** Suppose H(p, q) = s(p, q) with (p, q) ≠ 0, that is, X^J q = s p and D^J p = s q. Multiplying the second equation by X^J and using the first gives

F(m) pₘ = s² pₘ for every m.

If p were zero, X^J q = 0 would force q = 0 as well. So p has a nonzero leading coefficient, at some degree m, and s² = F(m). Either m < J and s = 0, or m ≥ J and s is one of the levels above. For J ≥ 1, zero does occur, with the state (1, 0).

**Nondegeneracy.** Let s² = F(n) with n ≥ J ≥ 1. If a < b and b ≥ J, then F(a) < F(b): for a < J the left side is zero, and otherwise each of its positive factors is smaller than the matching one on the right. Hence F(m) ≠ F(n) for m ≠ n, and p = pₙ X^n. The first component of the eigenvalue equation becomes X^J q = s pₙ X^n, and cancelling X^J gives q = s pₙ X^(n−J). The eigenspace is one-dimensional.

For J = 2, F(n) = n(n−1), so the nonzero energies are ±√(n(n−1)) with n ≥ 2. The values n = 0 and n = 1 contribute one zero mode each, which settles the count at two.

## What the Lean statements say

The state space is `ℂ[X] × ℂ[X]`, and `hamiltonian J` is a linear map from it to itself. The expression `derivative^[J]` is D^J, and `n.descFactorial J` is F(n). `HasEigenvector` includes the condition that the vector is nonzero. The energy `s` is an arbitrary complex number; that it is real follows from the values of s².

The theorem `finrank_zero_modes` gives the dimension of the kernel, `eigenspace_eq_span` the nondegeneracy, `hasEigenvalue_iff` the complete list of eigenvalues, and `bilayer_levels` the case J = 2.

The energy scale is set to one; for the bilayer it stands for the cyclotron energy ħω_c. Polynomials are finite superpositions of oscillator states, and there is no inner product or Hilbert-space completion, so the theorems concern eigenvalues on this space and not self-adjointness or continuous spectrum. Guiding-centre, spin and valley degeneracies are left out. Within the non-interacting two-band model, without trigonal warping or interlayer bias, the J = 2 levels give a low-energy reference for tight-binding calculations in a magnetic field.

The condition J ≥ 1 matters for the last two steps of the general argument. At J = 0 the Hamiltonian is H(p, q) = (q, p). Every pair (p, p) then has energy 1, so that eigenspace is infinite-dimensional, and zero is not an eigenvalue.

```lean
import Mathlib

open Polynomial

namespace ChiralLandauLevels

noncomputable section

/-- The chirality-`J` Hamiltonian `H(p, q) = (X^J q, D^J p)` on two-component polynomials,
with `X` as raising operator and the derivative `D` as lowering operator. -/
def hamiltonian (J : ℕ) : Module.End ℂ (ℂ[X] × ℂ[X]) where
  toFun v := (X ^ J * v.2, derivative^[J] v.1)
  map_add' u v := by
    apply Prod.ext
    · exact mul_add _ _ _
    · exact iterate_map_add derivative J u.1 v.1
  map_smul' c v := by
    apply Prod.ext
    · exact mul_smul_comm _ _ _
    · exact iterate_derivative_smul _ _ _

/-- The two-component state `(X^n, s X^(n-J))`, meant for `n ≥ J`. -/
def landauState (J n : ℕ) (s : ℂ) : ℂ[X] × ℂ[X] := (X ^ n, s • X ^ (n - J))

/-- The derivative and multiplication by `X` obey the ladder-operator relation `[D, X] = 1`. -/
theorem ladder_commutator (p : ℂ[X]) :
    derivative (X * p) - X * derivative p = p := by
  rw [derivative_mul, derivative_X]
  ring

/-- The operator `X^J D^J` is diagonal on monomials: it multiplies the coefficient of `X^n`
by `n(n-1)...(n-J+1)`. -/
theorem coeff_raise_lower (J n : ℕ) (p : ℂ[X]) :
    (X ^ J * derivative^[J] p).coeff n = (n.descFactorial J : ℂ) * p.coeff n := by
  rw [coeff_X_pow_mul']
  split_ifs with h
  · rw [coeff_iterate_derivative, Nat.sub_add_cancel h, nsmul_eq_mul]
  · rw [Nat.descFactorial_eq_zero_iff_lt.mpr (not_le.mp h)]
    simp

/-- A state has zero energy exactly when its first component has degree below `J` and its
second component vanishes. -/
theorem zero_mode_iff (J : ℕ) (v : ℂ[X] × ℂ[X]) :
    hamiltonian J v = 0 ↔ v.1.degree < J ∧ v.2 = 0 := by
  constructor
  · intro h
    have h1 : X ^ J * v.2 = 0 := congrArg Prod.fst h
    have h2 : derivative^[J] v.1 = 0 := congrArg Prod.snd h
    refine ⟨(degree_lt_iff_coeff_zero _ _).mpr fun m hm => ?_,
      (mul_eq_zero.mp h1).resolve_left (pow_ne_zero J X_ne_zero)⟩
    have h3 := coeff_raise_lower J m v.1
    rw [h2, mul_zero, coeff_zero] at h3
    refine (mul_eq_zero.mp h3.symm).resolve_left ?_
    rw [Nat.cast_eq_zero, Nat.descFactorial_eq_zero_iff_lt]
    omega
  · rintro ⟨h1, h2⟩
    apply Prod.ext
    · change X ^ J * v.2 = 0
      rw [h2, mul_zero]
    · change derivative^[J] v.1 = 0
      ext m
      rw [coeff_iterate_derivative,
        (degree_lt_iff_coeff_zero _ _).mp h1 (m + J) (Nat.le_add_left J m)]
      simp

/-- The zero-energy level of the chirality-`J` Hamiltonian is `J`-fold degenerate. -/
theorem finrank_zero_modes (J : ℕ) :
    Module.finrank ℂ (LinearMap.ker (hamiltonian J)) = J := by
  have hker : LinearMap.ker (hamiltonian J)
      = (degreeLT ℂ J).map (LinearMap.inl ℂ ℂ[X] ℂ[X]) := by
    ext v
    rw [LinearMap.mem_ker, zero_mode_iff, Submodule.mem_map]
    constructor
    · rintro ⟨h1, h2⟩
      exact ⟨v.1, mem_degreeLT.mpr h1, Prod.ext rfl h2.symm⟩
    · rintro ⟨p, hp, rfl⟩
      exact ⟨mem_degreeLT.mp hp, rfl⟩
  have e := (Submodule.equivMapOfInjective (LinearMap.inl ℂ ℂ[X] ℂ[X])
    LinearMap.inl_injective (degreeLT ℂ J)).finrank_eq
  rw [hker, ← e, (degreeLTEquiv ℂ J).finrank_eq, Module.finrank_fin_fun]

/-- For `n ≥ J` and `s² = n(n-1)...(n-J+1)`, the state `(X^n, s X^(n-J))` is an eigenvector
of the chirality-`J` Hamiltonian with energy `s`. -/
theorem landauState_hasEigenvector {J n : ℕ} {s : ℂ} (hn : J ≤ n)
    (hs : s ^ 2 = (n.descFactorial J : ℂ)) :
    (hamiltonian J).HasEigenvector s (landauState J n s) := by
  refine ⟨Module.End.mem_eigenspace_iff.mpr (Prod.ext ?_ ?_), fun h => ?_⟩
  · change X ^ J * (s • X ^ (n - J)) = s • (X ^ n : ℂ[X])
    rw [mul_smul_comm, ← pow_add, Nat.add_sub_of_le hn]
  · change derivative^[J] (X ^ n : ℂ[X]) = s • s • X ^ (n - J)
    -- compare after multiplying by X^J, where the left side is diagonal
    apply mul_left_cancel₀ (pow_ne_zero J (X_ne_zero (R := ℂ)))
    ext m
    rw [coeff_raise_lower, mul_smul_comm, mul_smul_comm, ← pow_add, Nat.add_sub_of_le hn,
      coeff_smul, coeff_smul, coeff_X_pow]
    by_cases h : m = n
    · rw [h, ← hs]
      simp only [↓reduceIte, smul_eq_mul]
      ring
    · simp [h]
  · have h1 : (X ^ n : ℂ[X]) = 0 := congrArg Prod.fst h
    exact pow_ne_zero n X_ne_zero h1

/-- In a state of energy `s`, each coefficient of the first component obeys the squared
eigenvalue equation `m(m-1)...(m-J+1) pₘ = s² pₘ`. -/
theorem squared_equation {J : ℕ} {s : ℂ} {v : ℂ[X] × ℂ[X]}
    (h : hamiltonian J v = s • v) (m : ℕ) :
    (m.descFactorial J : ℂ) * v.1.coeff m = s ^ 2 * v.1.coeff m := by
  have h1 : X ^ J * v.2 = s • v.1 := congrArg Prod.fst h
  have h2 : derivative^[J] v.1 = s • v.2 := congrArg Prod.snd h
  rw [← coeff_raise_lower, h2, mul_smul_comm, h1, coeff_smul, coeff_smul, smul_eq_mul,
    smul_eq_mul]
  ring

/-- The falling factorial `n(n-1)...(n-k)` grows strictly with `n` once the larger argument
exceeds `k`. -/
theorem descFactorial_strict {a b : ℕ} (hab : a < b) (k : ℕ) (hk : k + 1 ≤ b) :
    a.descFactorial (k + 1) < b.descFactorial (k + 1) := by
  induction k with
  | zero => simpa using hab
  | succ k ih =>
    have hpos : 0 < b - (k + 1) := by omega
    rw [Nat.descFactorial_succ a (k + 1), Nat.descFactorial_succ b (k + 1)]
    exact lt_of_le_of_lt (Nat.mul_le_mul_right _ (by omega))
      (mul_lt_mul_of_pos_left (ih (by omega)) hpos)

/-- For `n ≥ J ≥ 1` and `s² = n(n-1)...(n-J+1)`, the states of energy `s` are exactly the
multiples of `(X^n, s X^(n-J))`. -/
theorem eigenspace_eq_span {J n : ℕ} {s : ℂ} (hJ : 1 ≤ J) (hn : J ≤ n)
    (hs : s ^ 2 = (n.descFactorial J : ℂ)) :
    (hamiltonian J).eigenspace s = Submodule.span ℂ {landauState J n s} := by
  ext v
  rw [Submodule.mem_span_singleton]
  constructor
  · intro hv
    have h := Module.End.mem_eigenspace_iff.mp hv
    have h1 : X ^ J * v.2 = s • v.1 := congrArg Prod.fst h
    -- only the monomial X^n survives in the first component
    have hp : v.1 = v.1.coeff n • X ^ n := by
      ext m
      rw [coeff_smul, coeff_X_pow]
      by_cases hm : m = n
      · simp [hm]
      · have hne : m.descFactorial J ≠ n.descFactorial J := by
          obtain ⟨k, rfl⟩ := Nat.exists_eq_add_of_le' hJ
          rcases lt_or_gt_of_ne hm with hlt | hgt
          · exact (descFactorial_strict hlt k hn).ne
          · exact (descFactorial_strict hgt k (by omega)).ne'
        have h2 := squared_equation h m
        rw [hs] at h2
        have h3 : v.1.coeff m = 0 := by
          by_contra h0
          exact hne (Nat.cast_injective (mul_right_cancel₀ h0 h2))
        simp [h3, hm]
    refine ⟨v.1.coeff n, Prod.ext hp.symm ?_⟩
    change v.1.coeff n • s • X ^ (n - J) = v.2
    -- the second component follows by cancelling X^J
    apply mul_left_cancel₀ (pow_ne_zero J (X_ne_zero (R := ℂ)))
    rw [h1, mul_smul_comm, mul_smul_comm, ← pow_add, Nat.add_sub_of_le hn, smul_comm, ← hp]
  · rintro ⟨c, rfl⟩
    exact Submodule.smul_mem _ c (landauState_hasEigenvector hn hs).1

/-- For `J ≥ 1` the eigenvalues of the chirality-`J` Hamiltonian are zero and the numbers `s`
with `s² = n(n-1)...(n-J+1)` for some `n ≥ J`. -/
theorem hasEigenvalue_iff {J : ℕ} (hJ : 1 ≤ J) (s : ℂ) :
    (hamiltonian J).HasEigenvalue s ↔
      s = 0 ∨ ∃ n, J ≤ n ∧ s ^ 2 = (n.descFactorial J : ℂ) := by
  constructor
  · intro hs
    obtain ⟨v, hv⟩ := hs.exists_hasEigenvector
    have h := Module.End.mem_eigenspace_iff.mp hv.1
    have h1 : X ^ J * v.2 = s • v.1 := congrArg Prod.fst h
    have hp : v.1 ≠ 0 := by
      intro h0
      rw [h0, smul_zero] at h1
      exact hv.2 (Prod.ext h0
        ((mul_eq_zero.mp h1).resolve_left (pow_ne_zero J X_ne_zero)))
    -- the leading coefficient fixes s²
    have h2 := mul_right_cancel₀ (leadingCoeff_ne_zero.mpr hp)
      (squared_equation h v.1.natDegree)
    by_cases hn : J ≤ v.1.natDegree
    · exact Or.inr ⟨_, hn, h2.symm⟩
    · left
      rw [Nat.descFactorial_eq_zero_iff_lt.mpr (not_le.mp hn), Nat.cast_zero] at h2
      exact pow_eq_zero_iff (two_ne_zero) |>.mp h2.symm
  · rintro (rfl | ⟨n, hn, hs⟩)
    · have h0 : hamiltonian J (1, 0) = 0 := by
        refine (zero_mode_iff J _).mpr ⟨?_, rfl⟩
        change (1 : ℂ[X]).degree < (J : WithBot ℕ)
        rw [degree_one]
        exact_mod_cast (show 0 < J from hJ)
      refine Module.End.hasEigenvalue_of_hasEigenvector (x := ((1, 0) : ℂ[X] × ℂ[X]))
        ⟨Module.End.mem_eigenspace_iff.mpr (by rw [h0, zero_smul]), fun h => ?_⟩
      exact one_ne_zero (congrArg Prod.fst h)
    · exact Module.End.hasEigenvalue_of_hasEigenvector (landauState_hasEigenvector hn hs)

/-- Bilayer graphene, `J = 2`: the Landau levels are zero and `±√(n(n-1))` with `n ≥ 2`. -/
theorem bilayer_levels (s : ℂ) :
    (hamiltonian 2).HasEigenvalue s ↔ s = 0 ∨ ∃ n : ℕ, 2 ≤ n ∧
      (s = (Real.sqrt (n * (n - 1)) : ℂ) ∨ s = -(Real.sqrt (n * (n - 1)) : ℂ)) := by
  have key : ∀ n : ℕ, 2 ≤ n →
      (n.descFactorial 2 : ℂ) = (Real.sqrt (n * (n - 1)) : ℂ) ^ 2 := by
    intro n hn
    have h2 : (2 : ℝ) ≤ n := by exact_mod_cast hn
    have h0 : (0 : ℝ) ≤ n * (n - 1) := mul_nonneg (by linarith) (by linarith)
    have hd : n.descFactorial (1 + 1) = (n - 1) * n := by
      rw [Nat.descFactorial_succ, Nat.descFactorial_one]
    rw [← Complex.ofReal_pow, Real.sq_sqrt h0, hd, Nat.cast_mul,
      Nat.cast_sub (by omega : 1 ≤ n)]
    push_cast
    ring
  rw [hasEigenvalue_iff one_le_two]
  refine or_congr Iff.rfl (exists_congr fun n => and_congr_right fun hn => ?_)
  rw [key n hn, sq_eq_sq_iff_eq_or_eq_neg]

end

end ChiralLandauLevels
```

```lean
#print axioms ChiralLandauLevels.ladder_commutator
-- 'ChiralLandauLevels.ladder_commutator' depends on axioms: [propext, Classical.choice, Quot.sound]
#print axioms ChiralLandauLevels.finrank_zero_modes
-- 'ChiralLandauLevels.finrank_zero_modes' depends on axioms: [propext, Classical.choice, Quot.sound]
#print axioms ChiralLandauLevels.eigenspace_eq_span
-- 'ChiralLandauLevels.eigenspace_eq_span' depends on axioms: [propext, Classical.choice, Quot.sound]
#print axioms ChiralLandauLevels.bilayer_levels
-- 'ChiralLandauLevels.bilayer_levels' depends on axioms: [propext, Classical.choice, Quot.sound]
```

## From coefficients to eigenspaces in the code

`ladder_commutator` records the operator algebra. `coeff_raise_lower` is the diagonal action of X^J D^J, read coefficient by coefficient, with the cases m ≥ J and m < J split by `split_ifs`.

`zero_mode_iff` uses it to force the high coefficients of p to vanish. `finrank_zero_modes` then identifies the kernel with the polynomials of degree below J, placed in the first component, and takes their known dimension.

In `landauState_hasEigenvector`, the first component is a product of powers. The second is compared after multiplication by X^J, where the diagonal formula applies; `mul_left_cancel₀` justifies removing that factor.

`squared_equation` is F(m) pₘ = s² pₘ. `descFactorial_strict` proves the growth of F by induction on the number of factors. `eigenspace_eq_span` combines the two to eliminate every coefficient except pₙ, then cancels X^J to find q.

`hasEigenvalue_iff` applies the squared equation at `natDegree`, where the coefficient is nonzero, and supplies (1, 0) for the zero level. `bilayer_levels` rewrites F(n) as the square of the real root √(n(n−1)) and splits the resulting equation of squares into its two signs.
